# One-charge extended Lagrangian model: a proportional auxiliary charge errs at order h², the shadow minimum at order h⁴

Let a single charge $q$ have the energy $E(q)=\chi q+\tfrac12(u+w)q^2$ with $u>0$ and $u+w>0$, and let $q_*$ be its minimiser. In the shadow energy, the $w$ part is linearised about an auxiliary charge $n$:

$$S_n(q)=\chi q+\tfrac12uq^2+w\left(qn-\tfrac12n^2\right).$$

I believe that the exact minimum minus the shadow minimum is $w(u+w)(n-q_*)^2/(2u)$. I also let the ground-state charge oscillate as $q_*(k)=\cos(\Omega kh)$ at step $k$ with time step $h$, and update the auxiliary charge by

$$n(k+1)=2n(k)-n(k-1)+\kappa\,(q_*(k)-n(k)).$$

Away from resonance this should have a solution $n=Aq_*$, with $(A-1)/h^2\to\Omega^2/\kappa$ as $h\to0$ at fixed $\kappa\neq0$. The energy gap would then be of fourth order in $h$. Can this be made rigorous and checked by machine, including what happens at resonance?

## Charges, hardness and coupling

All quantities are real numbers. The constant $\chi$ is an electronegativity, and $u+w$ is the total hardness, the curvature of the energy in the charge. The shadow energy keeps $u$ as curvature and treats $w$ to first order about $n$. "Minimiser" means global minimiser, and the gap is always exact minimum minus shadow minimum, so when $w<0$ it is negative unless $n=q_*$, where it vanishes.

For positive $\kappa$, the update is a Verlet step for an oscillator that pulls $n$ towards $q_*$, and $\kappa$ is $h^2$ times the squared frequency of that oscillator. Holding $\kappa$ fixed as $h\to0$ therefore means that the auxiliary frequency grows as $1/h$.

Your claim holds under these conventions. It bears on molecular dynamics that avoids converging the charges self-consistently at each step: in this one-charge model with prescribed harmonic driving, an auxiliary charge with an error of order $h^2$ gives a minimum energy with an error of order $h^4$.

## From completed squares to the fourth-order gap

For $a>0$,

$$\tfrac12aq^2+bq+c=\tfrac a2\left(q+\tfrac ba\right)^2+c-\tfrac{b^2}{2a},$$

so $x$ is a minimiser exactly when $ax+b=0$. For the exact energy this gives $\chi=-(u+w)q_*$ and the minimum $-\tfrac12(u+w)q_*^2$. The shadow energy has $a=u$, $b=\chi+wn$ and $c=-\tfrac12wn^2$. Its minimiser $q_0$ and its minimum are

$$q_0=\frac{(u+w)q_*-wn}{u},\qquad S_n(q_0)=-\frac{\left((u+w)q_*-wn\right)^2}{2u}-\frac{wn^2}{2}.$$

Subtracting, we get

$$\begin{aligned}
E(q_*)-S_n(q_0)
&=\frac{-u(u+w)q_*^2+\left((u+w)q_*-wn\right)^2+uwn^2}{2u}\\
&=\frac{w(u+w)q_*^2-2w(u+w)q_*n+w(u+w)n^2}{2u}\\
&=\frac{w(u+w)(n-q_*)^2}{2u}.
\end{aligned}$$

For the dynamics, the addition formulas for the cosine give

$$q_*(k+1)+q_*(k-1)=2\cos(\Omega h)\,q_*(k).$$

Putting $n(k)=Aq_*(k)$ into the update and collecting terms leaves

$$\left[A\left(\kappa-2(1-\cos\Omega h)\right)-\kappa\right]q_*(k)=0.$$

This must hold for every $k$. Since $q_*(0)=1$, the bracket has to vanish, and if it vanishes then every step is satisfied. Write $D=\kappa-2(1-\cos\Omega h)$. If $D\neq0$, then $A=\kappa/D$ is the only solution. The case $D=0$ is resonance: $\cos(\Omega kh)$ then solves the update without the driving term $\kappa q_*(k)$. If $D=0$ and $\kappa\neq0$, the condition reads $0=\kappa$, and no $A$ works.

For small steps, the half-angle formula gives

$$\frac{A-1}{h^2}=\frac{2(1-\cos\Omega h)}{h^2D}=\frac{4}{D}\left(\frac{\sin(\Omega h/2)}{h}\right)^2\longrightarrow\frac{4}{\kappa}\left(\frac{\Omega}{2}\right)^2=\frac{\Omega^2}{\kappa}.$$

Finally, fix an instantaneous ground-state charge $q$ and set $n=Aq$. The gap is $w(u+w)q^2(A-1)^2/(2u)$, and hence

$$\frac{E(q)-S_{Aq}(q_0)}{h^4}\longrightarrow\frac{w(u+w)q^2}{2u}\left(\frac{\Omega^2}{\kappa}\right)^2.$$

## A coarse time step in whole numbers

Take $u=w=1$ and $\chi=-2$, so that $q_*=1$ and the exact minimum is $-1$. Let $\kappa=2$ and $\Omega h=\pi/3$, which is six steps per period. Then $D=2-2(1-\tfrac12)=1$ and $A=2$.

At step $0$ the driving charge is $1$, and at steps $\pm1$ it is $\tfrac12$. The auxiliary charge is therefore $2$ at step $0$ and $1$ at steps $\pm1$. The update gives $2\cdot2-1+2(1-2)=1$, as it should.

With $n=2$ the shadow energy is $-2q+\tfrac12q^2+2q-2=\tfrac12q^2-2$, whose minimum is $-2$. The gap is $-1-(-2)=1$, and the formula gives $1\cdot2\cdot(2-1)^2/2=1$. The step is far from the small-$h$ regime: the leading-order estimate of $A-1$ is $(\pi/3)^2/2\approx0.55$, while the exact value is $1$.

## Resonance and zero coupling as counter-examples

Suppose that we drop the condition $D\neq0$. With $\kappa=4$ and $\Omega h=\pi$, the driving charge is $(-1)^k$ and $D=0$. For $n(k)=A(-1)^k$, the update at step $0$ demands $-A=2A+A+4(1-A)=4-A$, which is impossible.

The small-step limit also needs $\kappa\neq0$. For $\kappa=0$ and $\Omega=1$, the amplitude $\kappa/D$ is $0$ at every small non-zero $h$, so $(A-1)/h^2=-1/h^2$ diverges.

## How the Lean statements express the model

`IsMinimiser E x` says that `E x ≤ E q` for every real `q`. The functions `energy` and `shadowEnergy` are $E$ and $S_n$. In `shadow_gap`, `qs` stands for $q_*$ and `q₀` for the shadow minimiser. Both are assumed to be minimisers, and no formula for them is assumed. The hypotheses `0 < u` and `0 < u + w` make both energies convex parabolas, so such minimisers exist.

`IsTrajectory κ q n` is the update rule at every integer step, so a trajectory extends into the past as well as the future. `drivenCharge Ω h k` is $\cos(\Omega kh)$, with unit amplitude, and `responseAmplitude κ Ω h` is $\kappa/D$.

Three theorems describe the proportional solutions:

- `proportional_trajectory_iff` states the linear condition on $A$, with no restriction on the parameters.
- `trajectory_iff_responseAmplitude` turns it into $A=\kappa/D$ when $D\neq0$.
- `no_proportional_trajectory_at_resonance` excludes every $A$ when $D=0$ and $\kappa\neq0$.

In the two limit theorems, `𝓝[≠] 0` means that $h$ approaches zero from either side without being zero. `shadow_gap_fourth_order` holds `q` and `χ` fixed, sets the auxiliary charge to `responseAmplitude κ Ω h * q`, and lets `q₀ h` be the shadow minimiser for each $h$.

The model has one charge and no nuclear equation of motion: the oscillation of $q_*$ is prescribed. The update is driven by the exact minimiser $q_*$, whereas a simulation that avoids self-consistency can use $q_0$ instead. In this model $q_0-n=(u+w)(q_*-n)/u$, so that replacement amounts to multiplying $\kappa$ by $(u+w)/u$. The theorems on the update concern auxiliary charges proportional to $q_*$, and they do not say that other initial values lead to such a solution or that the update is stable.

```lean
import Mathlib

open Filter Topology

namespace ShadowChargeDynamics

noncomputable section

/-- The charge `x` is a global minimiser of the energy function `E`. -/
def IsMinimiser (E : ℝ → ℝ) (x : ℝ) : Prop := ∀ q, E x ≤ E q

/-- The exact energy of a charge `q` with electronegativity `χ` and total hardness `u + w`. -/
def energy (u w χ q : ℝ) : ℝ := χ * q + (u + w) * q ^ 2 / 2

/-- The shadow energy: the `w` part of the interaction is linearised about the auxiliary
charge `n`. -/
def shadowEnergy (u w χ n q : ℝ) : ℝ :=
  χ * q + u * q ^ 2 / 2 + w * (q * n - n ^ 2 / 2)

/-- The auxiliary charge `n` follows the extended Lagrangian update with coupling `κ`
towards the ground-state charge `q`, at every integer time step. -/
def IsTrajectory (κ : ℝ) (q n : ℤ → ℝ) : Prop :=
  ∀ k, n (k + 1) = 2 * n k - n (k - 1) + κ * (q k - n k)

/-- A ground-state charge oscillating with frequency `Ω`, sampled with time step `h`. -/
def drivenCharge (Ω h : ℝ) (k : ℤ) : ℝ := Real.cos (Ω * k * h)

/-- The amplitude of the auxiliary charge relative to the ground-state charge, for
`κ ≠ 2 (1 - cos (Ω h))`. -/
def responseAmplitude (κ Ω h : ℝ) : ℝ := κ / (κ - 2 * (1 - Real.cos (Ω * h)))

/-- A quadratic energy with positive curvature is minimal exactly where its slope vanishes. -/
theorem quadratic_minimiser_iff {a : ℝ} (ha : 0 < a) (b c x : ℝ) :
    IsMinimiser (fun q => b * q + a * q ^ 2 / 2 + c) x ↔ a * x + b = 0 := by
  constructor
  · intro h
    -- compare with the energy at the stationary point
    have h1 : b * x + a * x ^ 2 / 2 + c ≤ b * (-b / a) + a * (-b / a) ^ 2 / 2 + c :=
      h (-b / a)
    have h2 : b * (-b / a) + a * (-b / a) ^ 2 / 2
        = b * x + a * x ^ 2 / 2 - (a * x + b) ^ 2 / (2 * a) := by
      field_simp
      ring
    by_contra hne
    have h3 : 0 < (a * x + b) ^ 2 / (2 * a) :=
      div_pos (sq_pos_iff.mpr hne) (by linarith)
    linarith
  · intro h q
    have hb : b = -(a * x) := by linarith
    subst hb
    change -(a * x) * x + a * x ^ 2 / 2 + c ≤ -(a * x) * q + a * q ^ 2 / 2 + c
    nlinarith [mul_nonneg ha.le (sq_nonneg (q - x))]

/-- The exact minimum energy minus the shadow minimum energy is quadratic in the distance
of the auxiliary charge `n` from the exact ground-state charge `qs`. -/
theorem shadow_gap {u w χ n qs q₀ : ℝ} (hu : 0 < u) (huw : 0 < u + w)
    (hqs : IsMinimiser (energy u w χ) qs)
    (hq₀ : IsMinimiser (shadowEnergy u w χ n) q₀) :
    energy u w χ qs - shadowEnergy u w χ n q₀
      = w * (u + w) * (n - qs) ^ 2 / (2 * u) := by
  have e1 : energy u w χ = fun q => χ * q + (u + w) * q ^ 2 / 2 + 0 := by
    funext q
    unfold energy
    ring
  have e2 : shadowEnergy u w χ n
      = fun q => (χ + w * n) * q + u * q ^ 2 / 2 + -(w * n ^ 2 / 2) := by
    funext q
    unfold shadowEnergy
    ring
  -- the two stationarity conditions
  rw [e1, quadratic_minimiser_iff huw] at hqs
  rw [e2, quadratic_minimiser_iff hu] at hq₀
  have hχ : χ = -((u + w) * qs) := by linarith
  have hq : q₀ = ((u + w) * qs - w * n) / u := by
    rw [eq_div_iff hu.ne']
    linarith
  unfold energy shadowEnergy
  rw [hq, hχ]
  field_simp
  ring

/-- Successive samples of the oscillating charge obey the harmonic three-term recurrence. -/
theorem drivenCharge_recurrence (Ω h : ℝ) (k : ℤ) :
    drivenCharge Ω h (k + 1) + drivenCharge Ω h (k - 1)
      = 2 * Real.cos (Ω * h) * drivenCharge Ω h k := by
  unfold drivenCharge
  push_cast
  rw [show Ω * ((k : ℝ) + 1) * h = Ω * k * h + Ω * h by ring,
    show Ω * ((k : ℝ) - 1) * h = Ω * k * h - Ω * h by ring,
    Real.cos_add, Real.cos_sub]
  ring

/-- An auxiliary charge proportional to the oscillating ground-state charge solves the update
exactly when its relative amplitude `A` satisfies one linear equation. -/
theorem proportional_trajectory_iff (κ Ω h A : ℝ) :
    IsTrajectory κ (drivenCharge Ω h) (fun k => A * drivenCharge Ω h k)
      ↔ A * (κ - 2 * (1 - Real.cos (Ω * h))) = κ := by
  constructor
  · intro hA
    -- at step zero the driving charge equals one
    have h0 : A * drivenCharge Ω h (0 + 1) = 2 * (A * drivenCharge Ω h 0)
        - A * drivenCharge Ω h (0 - 1)
        + κ * (drivenCharge Ω h 0 - A * drivenCharge Ω h 0) := hA 0
    have k0 := drivenCharge_recurrence Ω h 0
    have hq : drivenCharge Ω h 0 = 1 := by simp [drivenCharge]
    rw [hq] at h0 k0
    linear_combination h0 - A * k0
  · intro hA k
    change A * drivenCharge Ω h (k + 1) = 2 * (A * drivenCharge Ω h k)
        - A * drivenCharge Ω h (k - 1)
        + κ * (drivenCharge Ω h k - A * drivenCharge Ω h k)
    linear_combination A * drivenCharge_recurrence Ω h k + drivenCharge Ω h k * hA

/-- Away from resonance, the proportional solution has exactly the response amplitude. -/
theorem trajectory_iff_responseAmplitude {κ Ω h : ℝ}
    (hres : κ - 2 * (1 - Real.cos (Ω * h)) ≠ 0) (A : ℝ) :
    IsTrajectory κ (drivenCharge Ω h) (fun k => A * drivenCharge Ω h k)
      ↔ A = responseAmplitude κ Ω h := by
  rw [proportional_trajectory_iff, responseAmplitude, eq_div_iff hres]

/-- At resonance with non-zero coupling, no auxiliary charge proportional to the
ground-state charge solves the update. -/
theorem no_proportional_trajectory_at_resonance {κ Ω h : ℝ} (hκ : κ ≠ 0)
    (hres : κ = 2 * (1 - Real.cos (Ω * h))) (A : ℝ) :
    ¬ IsTrajectory κ (drivenCharge Ω h) (fun k => A * drivenCharge Ω h k) := by
  rw [proportional_trajectory_iff, ← hres, sub_self, mul_zero]
  exact hκ.symm

/-- The relative amplitude error of the auxiliary charge, divided by the squared time step, tends to
`Ω ^ 2 / κ` as the time step tends to zero at fixed `κ ≠ 0`. -/
theorem amplitude_error_limit {κ : ℝ} (hκ : κ ≠ 0) (Ω : ℝ) :
    Tendsto (fun h => (responseAmplitude κ Ω h - 1) / h ^ 2) (𝓝[≠] 0) (𝓝 (Ω ^ 2 / κ)) := by
  -- the derivative of the sine at zero controls the small-step limit
  have h1 : HasDerivAt (fun h : ℝ => Ω / 2 * h) (Ω / 2) 0 :=
    ((hasDerivAt_id' (0 : ℝ)).const_mul (Ω / 2)).congr_deriv (by ring)
  have hs : HasDerivAt (fun h : ℝ => Real.sin (Ω / 2 * h)) (Ω / 2) 0 :=
    h1.sin.congr_deriv (by simp)
  have hl : Tendsto (fun h : ℝ => Real.sin (Ω / 2 * h) / h) (𝓝[≠] 0) (𝓝 (Ω / 2)) := by
    refine (hasDerivAt_iff_tendsto_slope_zero.mp hs).congr (fun t => ?_)
    simp only [zero_add, mul_zero, Real.sin_zero, sub_zero, smul_eq_mul]
    ring
  have hc : Continuous (fun h : ℝ => κ - 2 * (1 - Real.cos (Ω * h))) := by fun_prop
  have hd : Tendsto (fun h : ℝ => κ - 2 * (1 - Real.cos (Ω * h))) (𝓝[≠] 0) (𝓝 κ) := by
    have ht := (hc.tendsto 0).mono_left (nhdsWithin_le_nhds (s := {0}ᶜ))
    simp only [mul_zero, Real.cos_zero, sub_self, sub_zero] at ht
    exact ht
  have lim := ((hl.pow 2).const_mul 4).div hd hκ
  rw [show Ω ^ 2 / κ = 4 * (Ω / 2) ^ 2 / κ by ring]
  refine Tendsto.congr' ?_ lim
  filter_upwards [hd.eventually_ne hκ, self_mem_nhdsWithin] with h hh h0
  have h0' : h ≠ 0 := h0
  have key : 4 * Real.sin (Ω / 2 * h) ^ 2 = κ - (κ - 2 * (1 - Real.cos (Ω * h))) := by
    rw [show Ω * h = 2 * (Ω / 2 * h) by ring, Real.cos_two_mul]
    linear_combination 4 * Real.sin_sq_add_cos_sq (Ω / 2 * h)
  change 4 * (Real.sin (Ω / 2 * h) / h) ^ 2 / (κ - 2 * (1 - Real.cos (Ω * h)))
    = (κ / (κ - 2 * (1 - Real.cos (Ω * h))) - 1) / h ^ 2
  generalize κ - 2 * (1 - Real.cos (Ω * h)) = D at key hh ⊢
  rw [div_pow, ← mul_div_assoc, key]
  field_simp

/-- At a fixed ground-state charge `q`, with the auxiliary charge equal to `q` times the
response amplitude, the gap of minimum energies divided by `h ^ 4` has the stated limit. -/
theorem shadow_gap_fourth_order {u w χ κ q : ℝ} (hu : 0 < u) (huw : 0 < u + w)
    (hκ : κ ≠ 0) (Ω : ℝ) (q₀ : ℝ → ℝ) (hq : IsMinimiser (energy u w χ) q)
    (hq₀ : ∀ h, IsMinimiser (shadowEnergy u w χ (responseAmplitude κ Ω h * q)) (q₀ h)) :
    Tendsto (fun h => (energy u w χ q
        - shadowEnergy u w χ (responseAmplitude κ Ω h * q) (q₀ h)) / h ^ 4)
      (𝓝[≠] 0) (𝓝 (w * (u + w) * q ^ 2 / (2 * u) * (Ω ^ 2 / κ) ^ 2)) := by
  refine (((amplitude_error_limit hκ Ω).pow 2).const_mul
    (w * (u + w) * q ^ 2 / (2 * u))).congr (fun h => ?_)
  -- insert the exact gap, which is quadratic in the amplitude error
  rw [shadow_gap hu huw hq (hq₀ h)]
  ring

end

end ShadowChargeDynamics
```

```lean
#print axioms ShadowChargeDynamics.trajectory_iff_responseAmplitude
#print axioms ShadowChargeDynamics.no_proportional_trajectory_at_resonance
#print axioms ShadowChargeDynamics.shadow_gap_fourth_order
```

```
'ShadowChargeDynamics.trajectory_iff_responseAmplitude' depends on axioms: [propext, Classical.choice, Quot.sound]
'ShadowChargeDynamics.no_proportional_trajectory_at_resonance' depends on axioms: [propext, Classical.choice, Quot.sound]
'ShadowChargeDynamics.shadow_gap_fourth_order' depends on axioms: [propext, Classical.choice, Quot.sound]
```

## How the proofs follow the algebra

`quadratic_minimiser_iff` is the completed square. In the forward direction, the proof compares the energy at `x` with that at the stationary point `-b / a`. The difference is $(ax+b)^2/(2a)$, which would be positive if the slope at `x` were not zero, and that contradicts minimality. In the converse direction, `nlinarith` receives the inequality $a(q-x)^2\ge0$, which is all that is needed.

`shadow_gap` first writes both energies in the form that this lemma expects (`e1` and `e2`), and so obtains the two stationarity equations. It solves them for $\chi$ and $q_0$ and substitutes. Then `field_simp` clears the denominator $u$, and `ring` confirms the polynomial identity that was expanded above.

`drivenCharge_recurrence` applies the addition formulas for the cosine. In `proportional_trajectory_iff`, the forward direction evaluates the update at step zero, where the driving charge is one, and combines it with the recurrence. The converse adds $A$ times the recurrence to $q_*(k)$ times the linear condition; `linear_combination` checks both combinations. The off-resonance theorem then divides by $D$, and the resonance theorem reduces the condition to $0=\kappa$.

`amplitude_error_limit` gets the limit of $\sin(\Omega h/2)/h$ from the derivative of the sine at zero (`hl`), and the limit $D\to\kappa$ from continuity (`hd`). Since $\kappa\neq0$, the denominator $D$ is non-zero for all sufficiently small $h$. There the identity `key`, which is $4\sin^2(\Omega h/2)=\kappa-D$, shows that $(A-1)/h^2$ equals $4(\sin(\Omega h/2)/h)^2/D$, so its limit is four times the square of the first limit, divided by the second.

`shadow_gap_fourth_order` squares that limit and multiplies it by $w(u+w)q^2/(2u)$. Rewriting with `shadow_gap` identifies the result with the energy gap divided by $h^4$.
